# For two electrons in a finite orbital basis, the D condition is equivalent to ensemble representability

A matrix $D$ on ordered pairs of spin orbitals is a convex combination of two-particle density matrices of pure two-electron states, each normalised to trace 2, if and only if it is positive semidefinite, antisymmetric in its first orbital pair and of trace 2. Consequently, no energy computed from such a $D$ lies below every pure-state energy.

In Lean 4 with Mathlib:

```lean
import Mathlib

open scoped ComplexOrder

namespace TwoElectronRepresentability

noncomputable section

variable {n : Type*} [Fintype n] [DecidableEq n]

/-- A function of two orbital labels is antisymmetric if it changes sign when they are exchanged. -/
def IsAntisymm (c : n × n → ℂ) : Prop := ∀ i j, c (j, i) = -c (i, j)

/-- A pure two-electron state: an antisymmetric amplitude on orbital pairs with unit norm. -/
def IsState (c : n × n → ℂ) : Prop := IsAntisymm c ∧ ∑ p, ‖c p‖ ^ 2 = 1

/-- The matrix `2 c c*` on orbital pairs built from an amplitude `c`. -/
def pairDensity (c : n × n → ℂ) : Matrix (n × n) (n × n) ℂ :=
  Matrix.of fun p q => 2 * (c p * star (c q))

/-- The two-particle density matrices of pure two-electron states. -/
def pureDensities (n : Type*) [Fintype n] : Set (Matrix (n × n) (n × n) ℂ) :=
  {M | ∃ c, IsState c ∧ M = pairDensity c}

/-- A matrix is ensemble representable if it is a convex combination of the density matrices
of pure two-electron states. -/
def IsEnsembleRepresentable (D : Matrix (n × n) (n × n) ℂ) : Prop :=
  D ∈ convexHull ℝ (pureDensities n)

/-- The D condition for two electrons: `D` is positive semidefinite, antisymmetric in its
first orbital pair, and has trace 2. -/
structure DCondition (D : Matrix (n × n) (n × n) ℂ) : Prop where
  posSemidef : D.PosSemidef
  antisymm : ∀ i j q, D (j, i) q = -D (i, j) q
  trace_eq : D.trace = 2

omit [DecidableEq n] in
/-- A matrix obeying the D condition is antisymmetric in its second orbital pair as well. -/
theorem DCondition.antisymm_right {D : Matrix (n × n) (n × n) ℂ} (hD : DCondition D)
    (p : n × n) (i j : n) : D p (j, i) = -D p (i, j) := by
  have h := hD.posSemidef.isHermitian
  rw [← h.apply p (j, i), ← h.apply p (i, j), hD.antisymm i j p, star_neg]

/-- A complex amplitude times its conjugate is its squared modulus. -/
theorem mul_star_eq (z : ℂ) : z * star z = ((‖z‖ ^ 2 : ℝ) : ℂ) := by
  rw [Complex.star_def, Complex.mul_conj, Complex.normSq_eq_norm_sq]

omit [DecidableEq n] in
/-- The trace of `2 c c*` is twice the squared norm of `c`. -/
theorem trace_pairDensity (c : n × n → ℂ) :
    (pairDensity c).trace = ((2 * ∑ p, ‖c p‖ ^ 2 : ℝ) : ℂ) := by
  simp only [Matrix.trace, Matrix.diag_apply, pairDensity, Matrix.of_apply, mul_star_eq,
    ← Finset.mul_sum, Complex.ofReal_mul, Complex.ofReal_sum, Complex.ofReal_ofNat]

omit [DecidableEq n] in
/-- The density matrix of every pure two-electron state obeys the D condition. -/
theorem dCondition_pairDensity {c : n × n → ℂ} (hc : IsState c) :
    DCondition (pairDensity c) := by
  refine ⟨?_, fun i j q => ?_, ?_⟩
  · have h := Matrix.posSemidef_conjTranspose_mul_self
      (Matrix.of fun (_ : Unit) (p : n × n) => star (c p))
    convert h.add h using 1
    ext p q
    simp only [pairDensity, Matrix.of_apply, Matrix.add_apply, Matrix.mul_apply,
      Matrix.conjTranspose_apply, Finset.univ_unique, Finset.sum_singleton, star_star]
    ring
  · simp only [pairDensity, Matrix.of_apply, hc.1 i j]
    ring
  · rw [trace_pairDensity, hc.2]
    norm_num

/-- A positive semidefinite matrix that is antisymmetric in its first orbital pair is a sum of
terms `2 g g*` with antisymmetric, not necessarily normalised, pair functions `g`. -/
theorem exists_geminals {D : Matrix (n × n) (n × n) ℂ} (hD : D.PosSemidef)
    (hA : ∀ i j q, D (j, i) q = -D (i, j) q) :
    ∃ g : n × n → n × n → ℂ, (∀ a, IsAntisymm (g a)) ∧ D = ∑ a, pairDensity (g a) := by
  -- spectral decomposition, with the eigenvalues absorbed into the vectors
  obtain ⟨g, hg⟩ : ∃ g : n × n → n × n → ℂ,
      ∀ p q, D p q = ∑ a, 2 * (g a p * star (g a q)) := by
    let U : Matrix (n × n) (n × n) ℂ := hD.isHermitian.eigenvectorUnitary
    let ev := hD.isHermitian.eigenvalues
    refine ⟨fun a p => ((√(ev a / 2) : ℝ) : ℂ) * U p a, fun p q => ?_⟩
    have h := hD.isHermitian.spectral_theorem
    rw [Unitary.conjStarAlgAut_apply] at h
    refine (congrFun (congrFun h p) q).trans ?_
    rw [Matrix.mul_apply]
    refine Finset.sum_congr rfl fun a _ => ?_
    rw [Matrix.mul_diagonal, Matrix.star_apply]
    change U p a * ((ev a : ℝ) : ℂ) * star (U q a) = _
    have h0 : 0 ≤ ev a / 2 := div_nonneg (hD.eigenvalues_nonneg a) zero_le_two
    have h1 : ev a = 2 * (√(ev a / 2) * √(ev a / 2)) := by
      rw [Real.mul_self_sqrt h0]; ring
    have h2 : ((ev a : ℝ) : ℂ) = 2 * (((√(ev a / 2) : ℝ) : ℂ) * ((√(ev a / 2) : ℝ) : ℂ)) := by
      simpa only [Complex.ofReal_mul, Complex.ofReal_ofNat] using congrArg Complex.ofReal h1
    simp only [star_mul', Complex.star_def, Complex.conj_ofReal]
    linear_combination (U p a * (starRingEnd ℂ) (U q a)) * h2
  refine ⟨g, fun a i j => ?_, ?_⟩
  · -- the symmetric parts have total weight zero
    have h1 : ((∑ b, ‖g b (i, j) + g b (j, i)‖ ^ 2 : ℝ) : ℂ) * 2 =
        D (i, j) (i, j) + D (i, j) (j, i) + D (j, i) (i, j) + D (j, i) (j, i) := by
      rw [hg (i, j) (i, j), hg (i, j) (j, i), hg (j, i) (i, j), hg (j, i) (j, i),
        Complex.ofReal_sum, Finset.sum_mul, ← Finset.sum_add_distrib,
        ← Finset.sum_add_distrib, ← Finset.sum_add_distrib]
      refine Finset.sum_congr rfl fun b _ => ?_
      rw [← mul_star_eq, star_add]
      ring
    have h2 : ((∑ b, ‖g b (i, j) + g b (j, i)‖ ^ 2 : ℝ) : ℂ) = 0 := by
      linear_combination h1 / 2 + hA i j (i, j) / 2 + hA i j (j, i) / 2
    have h3 := (Finset.sum_eq_zero_iff_of_nonneg (fun b _ => sq_nonneg _)).mp
      (Complex.ofReal_eq_zero.mp h2) a (Finset.mem_univ a)
    have h4 := norm_eq_zero.mp (pow_eq_zero_iff two_ne_zero |>.mp h3)
    linear_combination h4
  · ext p q
    rw [hg, Matrix.sum_apply]
    rfl

omit [DecidableEq n] in
/-- For a nonzero antisymmetric pair function `g`, the matrix `2 g g*` divided by the squared
norm of `g` is the density matrix of a pure two-electron state. -/
theorem normalized_mem {g : n × n → ℂ} (hg : IsAntisymm g) (hN : ∑ p, ‖g p‖ ^ 2 ≠ 0) :
    (∑ p, ‖g p‖ ^ 2)⁻¹ • pairDensity g ∈ pureDensities n := by
  obtain ⟨s, hs⟩ : ∃ s : ℝ, s ^ 2 = (∑ p, ‖g p‖ ^ 2)⁻¹ :=
    ⟨√((∑ p, ‖g p‖ ^ 2)⁻¹), Real.sq_sqrt (by positivity)⟩
  refine ⟨fun p => (s : ℂ) * g p, ⟨fun i j => ?_, ?_⟩, ?_⟩
  · simp only [hg i j, mul_neg]
  · simp only [norm_mul, mul_pow, Complex.norm_real, Real.norm_eq_abs, sq_abs,
      ← Finset.mul_sum]
    rw [hs]
    exact inv_mul_cancel₀ hN
  · rw [← hs]
    ext p q
    simp only [pairDensity, Matrix.smul_apply, Matrix.of_apply, Complex.real_smul,
      star_mul', Complex.star_def, Complex.conj_ofReal, Complex.ofReal_pow]
    ring

/-- A matrix on orbital pairs is a convex combination of density matrices of pure two-electron
states if and only if it obeys the D condition. -/
theorem ensembleRepresentable_iff (D : Matrix (n × n) (n × n) ℂ) :
    IsEnsembleRepresentable D ↔ DCondition D := by
  constructor
  · -- the D condition holds for pure states and survives mixing
    intro h
    refine convexHull_min (t := {M | DCondition M}) ?_ ?_ h
    · rintro M ⟨c, hc, rfl⟩
      exact dCondition_pairDensity hc
    · intro A hA B hB a b ha hb hab
      refine ⟨(hA.posSemidef.smul ha).add (hB.posSemidef.smul hb), fun i j q => ?_, ?_⟩
      · simp only [Matrix.add_apply, Matrix.smul_apply, hA.antisymm i j q,
          hB.antisymm i j q, smul_neg, neg_add]
      · rw [Matrix.trace_add, Matrix.trace_smul, Matrix.trace_smul, hA.trace_eq,
          hB.trace_eq, ← add_smul, hab, one_smul]
  · intro hD
    obtain ⟨g, hg, hDg⟩ := exists_geminals hD.posSemidef hD.antisymm
    -- the squared norms are the weights of the ensemble
    have hw : ∑ a, ∑ p, ‖g a p‖ ^ 2 = 1 := by
      have ht := hD.trace_eq
      rw [hDg, Matrix.trace_sum] at ht
      simp only [trace_pairDensity] at ht
      rw [← Complex.ofReal_sum, ← Finset.mul_sum] at ht
      have h2 : 2 * ∑ a, ∑ p, ‖g a p‖ ^ 2 = (2 : ℝ) := by exact_mod_cast ht
      linarith
    have key : D = ∑ a ∈ Finset.univ.filter (fun a => ∑ p, ‖g a p‖ ^ 2 ≠ 0),
        (∑ p, ‖g a p‖ ^ 2) • ((∑ p, ‖g a p‖ ^ 2)⁻¹ • pairDensity (g a)) := by
      rw [hDg, Finset.sum_filter]
      refine Finset.sum_congr rfl fun a _ => ?_
      split_ifs with h
      · rw [smul_smul, mul_inv_cancel₀ h, one_smul]
      · have h0 := (Finset.sum_eq_zero_iff_of_nonneg (fun p _ => sq_nonneg _)).mp
          (not_not.mp h)
        ext p q
        have hp : g a p = 0 :=
          norm_eq_zero.mp (pow_eq_zero_iff two_ne_zero |>.mp (h0 p (Finset.mem_univ p)))
        simp [pairDensity, hp]
    unfold IsEnsembleRepresentable
    rw [key]
    exact (convex_convexHull ℝ _).sum_mem (fun a _ => by positivity)
      (by rw [Finset.sum_filter_ne_zero]; exact hw)
      (fun a ha => subset_convexHull ℝ _
        (normalized_mem (hg a) (Finset.mem_filter.mp ha).2))

/-- For any matrix `K` on orbital pairs and any `D` obeying the D condition, some pure
two-electron state has a value of `Re tr (K D)` no higher than that of `D`. -/
theorem exists_state_energy_le {D : Matrix (n × n) (n × n) ℂ} (hD : DCondition D)
    (K : Matrix (n × n) (n × n) ℂ) :
    ∃ c, IsState c ∧ (K * pairDensity c).trace.re ≤ (K * D).trace.re := by
  by_contra hcon
  -- otherwise all pure states, hence all ensembles, lie strictly above `D`
  have h : D ∈ {M | (K * D).trace.re < (K * M).trace.re} := by
    refine convexHull_min ?_ ?_ ((ensembleRepresentable_iff D).mpr hD)
    · rintro M ⟨c, hc, rfl⟩
      exact lt_of_not_ge fun hle => hcon ⟨c, hc, hle⟩
    · intro A hA B hB a b ha hb hab
      have hlin : (K * (a • A + b • B)).trace.re =
          a • (K * A).trace.re + b • (K * B).trace.re := by
        simp only [Matrix.mul_add, Matrix.mul_smul, Matrix.trace_add, Matrix.trace_smul,
          Complex.add_re, Complex.smul_re]
      change (K * D).trace.re < (K * (a • A + b • B)).trace.re
      rw [hlin]
      exact convex_Ioi (K * D).trace.re hA hB ha hb hab
  rw [Set.mem_ofPred_eq] at h
  exact lt_irrefl _ h

/-- For two orbitals, the antisymmetric amplitude with entries `(1 + i) / 2` and
`-(1 + i) / 2` gives a density matrix that obeys the D condition. -/
theorem dCondition_witness : DCondition (pairDensity fun p : Fin 2 × Fin 2 =>
    (1 + Complex.I) / 2 * !![0, 1; -1, 0] p.1 p.2) := by
  refine dCondition_pairDensity ⟨fun i j => ?_, ?_⟩
  · fin_cases i <;> fin_cases j <;> simp
  · have h : ‖(1 + Complex.I) / 2‖ ^ 2 = 1 / 2 := by
      rw [← Complex.normSq_eq_norm_sq]
      norm_num [Complex.normSq_apply]
    simp only [norm_mul, mul_pow, h, Fintype.sum_prod_type, Fin.sum_univ_two]
    norm_num

end

end TwoElectronRepresentability
```

```lean
#print axioms TwoElectronRepresentability.DCondition.antisymm_right
-- 'TwoElectronRepresentability.DCondition.antisymm_right' depends on axioms: [propext, Classical.choice, Quot.sound]
#print axioms TwoElectronRepresentability.ensembleRepresentable_iff
-- 'TwoElectronRepresentability.ensembleRepresentable_iff' depends on axioms: [propext, Classical.choice, Quot.sound]
#print axioms TwoElectronRepresentability.exists_state_energy_le
-- 'TwoElectronRepresentability.exists_state_energy_le' depends on axioms: [propext, Classical.choice, Quot.sound]
```

## Amplitudes, density matrices and the D condition

The finite type `n` labels orthonormal spin orbitals. A pure state is an amplitude $c(i,j)$ on ordered pairs with $c(j,i)=-c(i,j)$ and $\sum_p|c(p)|^2=1$, where $p$ runs over all ordered pairs; this is `IsState`. In second quantisation it stands for

$$|\Psi\rangle=\frac{1}{\sqrt2}\sum_{ij}c(i,j)\,a_i^\dagger a_j^\dagger|0\rangle .$$

Since $a_ja_i|\Psi\rangle=\sqrt2\,c(i,j)|0\rangle$, its two-particle density matrix is

$$D_{(i,j),(k,l)}=\langle\Psi|a_k^\dagger a_l^\dagger a_ja_i|\Psi\rangle=2\,c(i,j)\,\overline{c(k,l)},$$

which is `pairDensity c`. The factor 2 fixes the convention that the trace is $N(N-1)$, the number of ordered electron pairs.

`IsEnsembleRepresentable D` says that $D$ lies in the real convex hull of these matrices, so it is a finite statistical mixture of two-electron states. `DCondition D` collects the three requirements of the opening sentence. Hermiticity is part of `PosSemidef`, and `DCondition.antisymm_right` uses it to derive antisymmetry in the second pair.

The theorem `ensembleRepresentable_iff` equates the two properties. It concerns exactly two electrons and imposes no spin or spatial symmetry on the states in the mixture; for more electrons, further conditions are needed in general. With fewer than two orbitals both sides are false, because antisymmetry leaves only the zero matrix.

## Every mixture obeys the condition

For a pure state and any vector $v$ on pairs,

$$\sum_{pq}\overline{v_p}\,2c(p)\overline{c(q)}\,v_q=2\Big|\sum_p\overline{c(p)}\,v_p\Big|^2\ge0 .$$

Exchanging $i$ and $j$ in the first pair changes the sign of $c(i,j)$ and hence of the matrix entry. The trace is $2\sum_p|c(p)|^2=2$. This is `dCondition_pairDensity`, where positivity comes from writing $cc^*$ as $R^\dagger R$ with a one-row matrix $R$.

If $A$ and $B$ obey the condition and $a,b\ge0$ with $a+b=1$, then $aA+bB$ is positive semidefinite and antisymmetric, with trace $2a+2b=2$. The matrices obeying the condition therefore form a convex set containing all pure-state density matrices, and `convexHull_min` concludes that it contains their hull.

## Splitting D into antisymmetric geminals

Conversely, let $D$ obey the condition. The spectral theorem gives orthonormal eigenvectors $u_a$ with eigenvalues $\lambda_a\ge0$. Setting $g_a=\sqrt{\lambda_a/2}\,u_a$,

$$D_{pq}=\sum_a\lambda_a u_a(p)\overline{u_a(q)}=\sum_a2\,g_a(p)\overline{g_a(q)} .$$

Each $g_a$ must be shown to be antisymmetric. Expanding the square gives

$$2\sum_a|g_a(i,j)+g_a(j,i)|^2=D_{(i,j),(i,j)}+D_{(i,j),(j,i)}+D_{(j,i),(i,j)}+D_{(j,i),(j,i)} .$$

By antisymmetry in the first pair, the third term cancels the first and the fourth cancels the second. A sum of non-negative terms that vanishes has only zero terms, so $g_a(j,i)=-g_a(i,j)$ for every $a$. In `exists_geminals`, `h1` is the expansion, `h2` the cancellation and `h3` the vanishing of each term.

Now put $w_a=\sum_p|g_a(p)|^2=\lambda_a/2$. Taking the trace gives $2=2\sum_aw_a$, so the weights sum to one; this is `hw`, obtained from `trace_pairDensity`. Terms with $w_a=0$ have $g_a=0$ and contribute nothing. For the others, $c_a=g_a/\sqrt{w_a}$ is a pure state (`normalized_mem`), and

$$D=\sum_{w_a\ne0}w_a\,\big(2\,c_ac_a^*\big).$$

This is `key` in the main proof, and `sum_mem` places the sum in the convex hull.

## Energies under the D condition

Let $H$ be the matrix of the two-electron Hamiltonian between plain products of two orbitals, not between Slater determinants, and let $K=H/2$. Then $\operatorname{tr}(KD)=\sum_{pq}\overline{c(p)}H_{pq}c(q)$ for a pure state, which is its energy. For a general $D$ obeying the condition,

$$\operatorname{Re}\operatorname{tr}(KD)=\sum_aw_a\operatorname{Re}\operatorname{tr}(K\,2c_ac_a^*),$$

and an average cannot lie below all of its terms. Hence some pure state has a value no higher than that of $D$. `exists_state_energy_le` states this for an arbitrary matrix $K$ and proves it by contradiction: if every pure state lay strictly above $D$, so would every mixture, including $D$ itself.

In a variational density-matrix code, $D$ is the unknown of a semidefinite program. Antisymmetry is commonly built in by storing only pairs with $i<j$, which halves the trace to 1, and positivity is imposed as a constraint. For two electrons in a finite basis, the minimum should agree with full configuration interaction in the same two-electron space to within solver tolerance, which makes a convenient test of how the program assembles the energy from the integrals. An error in the integrals themselves goes unnoticed if both calculations share it. So does a missing factor $1/(N-1)$ in the one-electron part of the energy, because this factor equals 1 for two electrons.

## Three orbitals worked through

Take orbitals 0, 1, 2. Among the pairs $(i,j)$ with $i<j$, let $D$ have nonzero entries only on $(0,1)$ and $(0,2)$, where it is the block

$$\begin{pmatrix}1/2&1/4\\1/4&1/2\end{pmatrix}.$$

Antisymmetry fixes the entries with exchanged indices, and the full trace is $2\,(1/2+1/2)=2$. The block has eigenvalues $3/4$ and $1/4$; the full matrix has twice these, $3/2$ and $1/2$, so the weights $\lambda_a/2$ are $3/4$ and $1/4$. The normalised states have $c_\pm(0,1)=1/2$ and $c_\pm(0,2)=\pm1/2$, with opposite signs for the exchanged pairs. Their density matrices have diagonal entries $1/2$ and off-diagonal entries $\pm1/2$ in this block. The mixture reproduces the diagonal, and its off-diagonal entry is $\tfrac34\cdot\tfrac12-\tfrac14\cdot\tfrac12=\tfrac14$, as required.

The file's own instance, `dCondition_witness`, is the Slater determinant of two orbitals, with amplitudes $\pm(1+i)/2$. Each has squared modulus $1/2$, and the common phase drops out of the density matrix.
